# Antiphase intensity: exp(−4θ) for Poisson heights, (1 − 2f)² for perfect layers

During film deposition, a diffracted beam may fade steadily or recover each time a layer is completed. Suppose that neighbouring terraces one layer apart scatter exactly out of phase, the antiphase condition. What do two ideal growth modes then predict?

Let P(h) be the fraction of surface columns with height h = 0, 1, 2, … in layers. Consider the specular beam, for which the lateral positions of the columns add no phase. In single-scattering (kinematic) theory, with interlayer phase φ and equal scattering strength for all columns, its amplitude and intensity, relative to a flat surface, are

A(φ) = Σ P(h) e^{iφh},  I(φ) = |A(φ)|².

A flat surface has I = 1. At φ = π the phase factor is (−1)^h.

## Poisson heights

Suppose that atoms land on random columns, independently of one another, and stay there. On a large surface, columns of each height then gain a layer at unit rate per deposited monolayer, so dP(h)/dθ = P(h−1) − P(h), with P(−1) = 0. Starting from a flat surface, the solution at coverage θ ≥ 0 is

P(h) = e^{−θ} θ^h / h!.

The exponential series gives Σ P(h) = 1. Neighbouring weights obey

(h+1) P(h+1) = θ P(h).

Summing this gives Σ h P(h) = θ. Multiplying by h first gives Σ h(h−1) P(h) = θ². Since (h−θ)² = h(h−1) + (1−2θ)h + θ², the variance is

θ² + (1−2θ)θ + θ² = θ.

The same series gives the amplitude:

A(φ) = e^{−θ} exp(θe^{iφ}) = exp(θ(e^{iφ} − 1)).

The modulus keeps only the real part of the exponent, so

I(φ) = exp(−2θ(1 − cos φ)),  I(π) = exp(−4θ),

and I(π) falls strictly as θ grows.

## Perfect layers

With n complete layers and a fraction f ∈ [0,1] of the next one filled, P(n) = 1−f and P(n+1) = f. The mean is n(1−f) + (n+1)f = n+f, and the variance is f²(1−f) + (1−f)²f = f(1−f). The amplitude is

A(φ) = e^{inφ}(1 − f + f e^{iφ}).

The prefactor has modulus one, hence

I(φ) = (1 − f + f cos φ)² + f² sin² φ = 1 − 2f(1−f)(1 − cos φ).

At φ = π this is 1 − 4f(1−f) = (1−2f)². It equals 1 exactly when f(1−f) = 0, that is, when f is 0 or 1.

For a small coverage θ = f on a flat start, both intensities are 1 − 4θ to first order, so the earliest decay does not distinguish the modes.

In growth simulations, these formulas give reference values for intensities computed from height histograms, within the kinematic model and for these two ideal distributions. With random deposition on a finite lattice of N columns, the average antiphase intensity levels off near 1/N, so exp(−4θ) is a useful reference only while it is well above 1/N.

## Distributions and observables in Lean

```lean
import Mathlib

namespace GrowthModeDiagnostics

noncomputable section
```

A height distribution is a function `ℕ → ℝ`. The definitions accept any real θ and f; the physical ranges are θ ≥ 0 and 0 ≤ f ≤ 1.

```lean
/-- Poisson distribution of column heights at coverage `θ ≥ 0`, in monolayers. -/
def poisson (θ : ℝ) (h : ℕ) : ℝ := Real.exp (-θ) * θ ^ h / (h.factorial : ℝ)

/-- Heights in perfect layer growth: `n` layers are complete and a fraction `f ∈ [0,1]`
of the next layer is filled. -/
def layer (n : ℕ) (f : ℝ) (h : ℕ) : ℝ :=
  if h = n then 1 - f else if h = n + 1 then f else 0
```

The mean and variance are infinite sums over heights, written `∑'`.

```lean
/-- Mean column height. -/
def mean (P : ℕ → ℝ) : ℝ := ∑' h : ℕ, (h : ℝ) * P h

/-- Variance of the column height. -/
def variance (P : ℕ → ℝ) : ℝ := ∑' h : ℕ, ((h : ℝ) - mean P) ^ 2 * P h
```

The amplitude is complex, and `φ` is in radians. Lateral correlations, multiple scattering and thermal vibration do not enter.

```lean
/-- Kinematic diffraction amplitude when successive layers scatter with phase difference `φ`. -/
def amplitude (P : ℕ → ℝ) (φ : ℝ) : ℂ :=
  ∑' h : ℕ, (P h : ℂ) * Complex.exp (φ * Complex.I) ^ h

/-- Diffracted intensity, the squared modulus of the amplitude. -/
def intensity (P : ℕ → ℝ) (φ : ℝ) : ℝ := ‖amplitude P φ‖ ^ 2
```

## Poisson growth: rates, moments and intensity

The first theorem differentiates the weights with respect to coverage. It shows that they satisfy the deposition rate equations, with gain from height h and loss from height h+1; uniqueness of the solution is not addressed.

```lean
/-- Poisson heights obey the rate equations of random deposition: columns of height `h`
turn into columns of height `h + 1` at unit rate per monolayer deposited. -/
theorem poisson_rate_equations (θ : ℝ) :
    HasDerivAt (fun t => poisson t 0) (-poisson θ 0) θ ∧
    ∀ h : ℕ, HasDerivAt (fun t => poisson t (h + 1)) (poisson θ h - poisson θ (h + 1)) θ := by
  have he : HasDerivAt (fun t : ℝ => Real.exp (-t)) (-Real.exp (-θ)) θ :=
    (hasDerivAt_id' θ).fun_neg.exp.congr_deriv (by ring)
  refine ⟨by simpa [poisson] using he, fun h => ?_⟩
  refine ((he.fun_mul (hasDerivAt_pow (h + 1) θ)).div_const
    ((h + 1).factorial : ℝ)).congr_deriv ?_
  have h1 : (h.factorial : ℝ) ≠ 0 := by positivity
  have h2 : (h : ℝ) + 1 ≠ 0 := by positivity
  simp only [poisson, Nat.factorial_succ, add_tsub_cancel_right]
  push_cast
  field_simp
  ring
```

Normalisation comes from the exponential series multiplied by e^{−θ}. Non-negativity is where θ ≥ 0 is used.

```lean
/-- The Poisson weights sum to one, and they are non-negative for coverage `θ ≥ 0`. -/
theorem poisson_distribution (θ : ℝ) :
    HasSum (poisson θ) 1 ∧ (0 ≤ θ → ∀ h, 0 ≤ poisson θ h) := by
  constructor
  · have h := (NormedSpace.expSeries_div_hasSum_exp θ).mul_left (Real.exp (-θ))
    rw [← Real.exp_eq_exp_ℝ, ← Real.exp_add, neg_add_cancel, Real.exp_zero] at h
    have e : poisson θ = fun k : ℕ => Real.exp (-θ) * (θ ^ k / (k.factorial : ℝ)) := by
      funext k
      simp only [poisson]
      ring
    rw [e]
    exact h
  · intro hθ h
    unfold poisson
    positivity
```

The same series with argument θz gives the generating function. `HasSum` states convergence as well as the limit, which matters because `∑'` returns zero for a divergent series.

```lean
/-- Generating function of the Poisson heights: the sum of `P(h) z^h` converges to
`exp (θ (z - 1))` for every complex `z`. -/
theorem poisson_generating (θ : ℝ) (z : ℂ) :
    HasSum (fun h : ℕ => (poisson θ h : ℂ) * z ^ h) (Complex.exp (θ * (z - 1))) := by
  have h := (NormedSpace.expSeries_div_hasSum_exp ((θ : ℂ) * z)).mul_left
    (Complex.exp (-(θ : ℂ)))
  rw [← Complex.exp_eq_exp_ℂ, ← Complex.exp_add] at h
  have e : (fun k : ℕ => (poisson θ k : ℂ) * z ^ k) =
      fun k : ℕ => Complex.exp (-(θ : ℂ)) * (((θ : ℂ) * z) ^ k / (k.factorial : ℂ)) := by
    funext k
    simp only [poisson]
    push_cast
    ring
  have e2 : (θ : ℂ) * (z - 1) = -(θ : ℂ) + θ * z := by ring
  rw [e, e2]
  exact h
```

Here `step` is the recursion between neighbouring weights. `S1` and `S2` are the two factorial moments, each obtained by shifting the index past a vanishing h = 0 term. The last lines recombine them into the squared deviation.

```lean
/-- The sums for the mean and for the squared deviation from `θ` of Poisson heights
both converge to `θ`. -/
theorem poisson_moments (θ : ℝ) :
    HasSum (fun h : ℕ => (h : ℝ) * poisson θ h) θ ∧
    HasSum (fun h : ℕ => ((h : ℝ) - θ) ^ 2 * poisson θ h) θ := by
  have S0 := (poisson_distribution θ).1
  -- recursion between neighbouring heights
  have step : ∀ h : ℕ, ((h : ℝ) + 1) * poisson θ (h + 1) = θ * poisson θ h := by
    intro h
    have h1 : (h.factorial : ℝ) ≠ 0 := by positivity
    have h2 : (h : ℝ) + 1 ≠ 0 := by positivity
    simp only [poisson, Nat.factorial_succ]
    push_cast
    field_simp
    ring
  have S1 : HasSum (fun h : ℕ => (h : ℝ) * poisson θ h) θ := by
    rw [← hasSum_nat_add_iff' 1]
    have e : (fun n : ℕ => ((n + 1 : ℕ) : ℝ) * poisson θ (n + 1)) =
        fun n : ℕ => θ * poisson θ n := by
      funext n
      push_cast
      exact step n
    have e2 : θ - ∑ i ∈ Finset.range 1, (i : ℝ) * poisson θ i = θ * 1 := by simp
    rw [e, e2]
    exact S0.mul_left θ
  -- second factorial moment
  have S2 : HasSum (fun h : ℕ => (h : ℝ) * ((h : ℝ) - 1) * poisson θ h) (θ * θ) := by
    rw [← hasSum_nat_add_iff' 1]
    have e : (fun n : ℕ => ((n + 1 : ℕ) : ℝ) * (((n + 1 : ℕ) : ℝ) - 1) * poisson θ (n + 1)) =
        fun n : ℕ => θ * ((n : ℝ) * poisson θ n) := by
      funext n
      push_cast
      linear_combination (n : ℝ) * step n
    have e2 : θ * θ - ∑ i ∈ Finset.range 1, (i : ℝ) * ((i : ℝ) - 1) * poisson θ i
        = θ * θ := by simp
    rw [e, e2]
    exact S1.mul_left θ
  refine ⟨S1, ?_⟩
  have hsum := (S2.add (S1.mul_left (1 - 2 * θ))).add (S0.mul_left (θ ^ 2))
  rw [show θ * θ + (1 - 2 * θ) * θ + θ ^ 2 * 1 = θ by ring] at hsum
  have e : (fun n : ℕ => ((n : ℝ) - θ) ^ 2 * poisson θ n) =
      fun n : ℕ => (n : ℝ) * ((n : ℝ) - 1) * poisson θ n
        + (1 - 2 * θ) * ((n : ℝ) * poisson θ n) + θ ^ 2 * poisson θ n := by
    funext n
    ring
  rw [e]
  exact hsum
```

For the intensity, `Complex.norm_exp` retains the real part of the exponent, computed in `hre`.

```lean
/-- Intensity from a surface with Poisson heights at any interlayer phase `φ`. -/
theorem poisson_intensity (θ φ : ℝ) :
    intensity (poisson θ) φ = Real.exp (-2 * θ * (1 - Real.cos φ)) := by
  have hre : ((θ : ℂ) * (Complex.exp (φ * Complex.I) - 1)).re = θ * (Real.cos φ - 1) := by
    rw [Complex.re_ofReal_mul, Complex.sub_re, Complex.exp_ofReal_mul_I_re, Complex.one_re]
  unfold intensity amplitude
  rw [(poisson_generating θ _).tsum_eq, Complex.norm_exp, hre, ← Real.exp_nat_mul]
  congr 1
  push_cast
  ring
```

## Layer growth: at most two exposed heights

The auxiliary statement `key` reduces any average over heights to two terms. The mean and variance are two uses of it.

```lean
/-- In perfect layer growth the mean height is `n + f` and the height variance is
`f (1 - f)`. -/
theorem layer_mean_variance (n : ℕ) (f : ℝ) :
    mean (layer n f) = n + f ∧ variance (layer n f) = f * (1 - f) := by
  -- at most two heights are exposed
  have key : ∀ g : ℕ → ℝ, ∑' h, g h * layer n f h = g n * (1 - f) + g (n + 1) * f := by
    intro g
    rw [tsum_eq_sum (s := ({n, n + 1} : Finset ℕ)) ?_,
      Finset.sum_pair (show n ≠ n + 1 by omega)]
    · simp [layer]
    · intro h hh
      simp only [Finset.mem_insert, Finset.mem_singleton, not_or] at hh
      simp [layer, hh.1, hh.2]
  have hm : mean (layer n f) = n + f :=
    (key fun h => (h : ℝ)).trans (by push_cast; ring)
  refine ⟨hm, ?_⟩
  unfold variance
  rw [hm]
  exact (key fun h => ((h : ℝ) - (n + f)) ^ 2).trans (by push_cast; ring)
```

Next, `hs` factors out the phase of the completed layers. The real and imaginary parts are squared, and sin² φ + cos² φ = 1 finishes the calculation.

```lean
/-- Intensity in perfect layer growth at any interlayer phase `φ`. -/
theorem layer_intensity (n : ℕ) (f φ : ℝ) :
    intensity (layer n f) φ = 1 - 2 * f * (1 - f) * (1 - Real.cos φ) := by
  have h1 : layer n f n = 1 - f := by simp [layer]
  have h2 : layer n f (n + 1) = f := by simp [layer]
  have hs : amplitude (layer n f) φ = Complex.exp (φ * Complex.I) ^ n *
      ((1 - (f : ℂ)) + f * Complex.exp (φ * Complex.I)) := by
    unfold amplitude
    rw [tsum_eq_sum (s := ({n, n + 1} : Finset ℕ)) ?_,
      Finset.sum_pair (show n ≠ n + 1 by omega), h1, h2]
    · push_cast
      ring
    · intro h hh
      simp only [Finset.mem_insert, Finset.mem_singleton, not_or] at hh
      simp [layer, hh.1, hh.2]
  have hre : ((1 - (f : ℂ)) + f * Complex.exp (φ * Complex.I)).re
      = 1 - f + f * Real.cos φ := by
    simp [Complex.exp_ofReal_mul_I_re]
  have him : ((1 - (f : ℂ)) + f * Complex.exp (φ * Complex.I)).im = f * Real.sin φ := by
    simp [Complex.exp_ofReal_mul_I_im]
  -- the completed layers contribute only a phase
  unfold intensity
  rw [hs, norm_mul, norm_pow, Complex.norm_exp_ofReal_mul_I, one_pow, one_mul,
    Complex.sq_norm, Complex.normSq_apply, hre, him]
  linear_combination f ^ 2 * Real.sin_sq_add_cos_sq φ
```

## The two antiphase signatures

Setting φ = π gives the Poisson result. `StrictAntiOn` on `Set.Ici 0` says that the intensity decreases strictly over all θ ≥ 0.

```lean
/-- Poisson growth: the height variance equals the coverage `θ`, and the antiphase intensity
is `exp (-4 θ)`, which decreases strictly with coverage. -/
theorem poisson_diagnostics :
    (∀ θ : ℝ, variance (poisson θ) = θ ∧
      intensity (poisson θ) Real.pi = Real.exp (-4 * θ)) ∧
    StrictAntiOn (fun θ => intensity (poisson θ) Real.pi) (Set.Ici 0) := by
  have hI : ∀ θ : ℝ, intensity (poisson θ) Real.pi = Real.exp (-4 * θ) := by
    intro θ
    rw [poisson_intensity, Real.cos_pi]
    congr 1
    ring
  refine ⟨fun θ => ⟨?_, hI θ⟩, ?_⟩
  · have hm : mean (poisson θ) = θ := (poisson_moments θ).1.tsum_eq
    unfold variance
    rw [hm]
    exact (poisson_moments θ).2.tsum_eq
  · intro a _ b _ hab
    simp only [hI]
    exact Real.exp_lt_exp.mpr (by linarith)
```

For layers, the equation (1−2f)² = 1 is reduced to f(f−1) = 0, whose two roots are the empty and the complete top layer.

```lean
/-- Perfect layer growth: the antiphase intensity is `(1 - 2 f)²`, and it equals one exactly
when the top layer is empty or complete. -/
theorem layer_diagnostics (n : ℕ) (f : ℝ) :
    intensity (layer n f) Real.pi = (1 - 2 * f) ^ 2 ∧
    (intensity (layer n f) Real.pi = 1 ↔ f = 0 ∨ f = 1) := by
  have hI : intensity (layer n f) Real.pi = (1 - 2 * f) ^ 2 := by
    rw [layer_intensity, Real.cos_pi]
    ring
  refine ⟨hI, ?_⟩
  rw [hI]
  constructor
  · intro e
    have h0 : f * (f - 1) = 0 := by linear_combination e / 4
    rcases mul_eq_zero.mp h0 with h | h
    · exact Or.inl h
    · exact Or.inr (by linarith)
  · intro h
    rcases h with h | h <;> rw [h] <;> norm_num

end

end GrowthModeDiagnostics
```

```lean
#print axioms GrowthModeDiagnostics.poisson_rate_equations
#print axioms GrowthModeDiagnostics.layer_mean_variance
#print axioms GrowthModeDiagnostics.poisson_diagnostics
#print axioms GrowthModeDiagnostics.layer_diagnostics
```

```
'GrowthModeDiagnostics.poisson_rate_equations' depends on axioms: [propext, Classical.choice, Quot.sound]
'GrowthModeDiagnostics.layer_mean_variance' depends on axioms: [propext, Classical.choice, Quot.sound]
'GrowthModeDiagnostics.poisson_diagnostics' depends on axioms: [propext, Classical.choice, Quot.sound]
'GrowthModeDiagnostics.layer_diagnostics' depends on axioms: [propext, Classical.choice, Quot.sound]
```
